# Closed form for the n-step transition matrix of a two-state Markov chain with flip probabilities not both zero

A single spin in a magnetic field is simulated by Monte Carlo. At each step it flips with one probability if it points up and with another if it points down. The run starts from a state chosen by hand, so one wants to know how fast that choice is forgotten and how strongly samples taken \(n\) steps apart are correlated. With only two states, both questions have exact answers.

Label the states 0 and 1, as Lean does.

```lean
import Mathlib

open Matrix Filter Topology

namespace TwoStateRelaxation

noncomputable section
```

Let \(a\) be the probability of flipping out of state 0 and \(b\) that of flipping out of state 1. The entry \(P_{ij}\) is the probability of going from \(i\) to \(j\) in one step:

\[
P=\begin{pmatrix}1-a & a\\ b & 1-b\end{pmatrix}.
\]

```lean
/-- The transition matrix of a two-state chain that flips with probability `a` from the first
state and `b` from the second. -/
def flipMatrix (a b : ℝ) : Matrix (Fin 2) (Fin 2) ℝ := !![1 - a, a; b, 1 - b]
```

The candidate for equilibrium is the pair of weights

\[
\pi=(\pi_0,\pi_1)=\left(\frac{b}{a+b},\ \frac{a}{a+b}\right),
\]

for which the flow \(\pi_0a\) out of state 0 balances the flow \(\pi_1b\) back.

```lean
/-- The equilibrium weights `(b/(a+b), a/(a+b))` of the two states. -/
def equilibrium (a b : ℝ) : Fin 2 → ℝ := ![b / (a + b), a / (a + b)]
```

Let \(Q\) be the matrix with both rows equal to \(\pi\), so that \(Q_{ij}=\pi_j\). It describes a step that draws a fresh equilibrium sample whatever the present state.

```lean
/-- The matrix whose rows are both the equilibrium weights. -/
def equilibriumMatrix (a b : ℝ) : Matrix (Fin 2) (Fin 2) ℝ :=
  Matrix.of fun _ j => equilibrium a b j
```

Distributions \(p\) are row vectors and evolve as \(pP^n\), written with `ᵥ*` in Lean. Their separation is measured by the total variation distance

\[
d(p,q)=\tfrac12\sum_i|p_i-q_i|.
\]

```lean
/-- The total variation distance between two distributions on the two states. -/
def tvDist (p q : Fin 2 → ℝ) : ℝ := (1 / 2) * ∑ i, |p i - q i|
```

Observables \(f\) are column vectors, and \((P^nf)_i\), written with `*ᵥ`, is the mean of \(f\) after \(n\) steps from state \(i\). With the equilibrium mean \(m=\sum_i\pi_if_i\), the autocovariance at lag \(n\) is

\[
C_n=\sum_i\pi_i f_i\,(P^nf)_i-m^2.
\]

This matrix expression is taken as the definition; no random trajectory is constructed.

```lean
/-- The autocovariance at lag `n` of an observable `f` along the chain started from the
equilibrium weights. -/
def autocovariance (a b : ℝ) (f : Fin 2 → ℝ) (n : ℕ) : ℝ :=
  ∑ i, equilibrium a b i * f i * ((flipMatrix a b ^ n) *ᵥ f) i - (equilibrium a b ⬝ᵥ f) ^ 2
```

Parts (a) to (g) assume only that \(a\) and \(b\) are real with \(a+b\neq0\). For probabilities, this says that at least one state can be left. If both flip probabilities vanish, the chain is frozen and every distribution is stationary. The probabilistic reading needs \(a,b\in[0,1]\), which only part (h) assumes.

## (a) Normalisation of the weights

Show that the equilibrium weights satisfy

\[
\pi_0+\pi_1=1.
\]

**Solution.** The two fractions share a denominator, so their sum is \((b+a)/(a+b)=1\), since \(a+b\ne0\). Lean combines the fractions in the same way.

```lean
/-- The equilibrium weights sum to one. -/
theorem equilibrium_sum {a b : ℝ} (h : a + b ≠ 0) :
    equilibrium a b 0 + equilibrium a b 1 = 1 := by
  change b / (a + b) + a / (a + b) = 1
  rw [← add_div, add_comm b a, div_self h]
```

## (b) Equilibrating twice

Show that

\[
Q^2=Q.
\]

**Solution.** By part (a),

\[
(Q^2)_{ij}=\sum_kQ_{ik}Q_{kj}=(\pi_0+\pi_1)\,\pi_j=\pi_j=Q_{ij}.
\]

The Lean proof fixes an entry with `ext i j`, writes out the two-term sum and applies `equilibrium_sum`.

```lean
/-- The equilibrium matrix is idempotent. -/
theorem equilibriumMatrix_sq {a b : ℝ} (h : a + b ≠ 0) :
    equilibriumMatrix a b * equilibriumMatrix a b = equilibriumMatrix a b := by
  ext i j
  rw [Matrix.mul_apply, Fin.sum_univ_two]
  change equilibrium a b 0 * equilibrium a b j + equilibrium a b 1 * equilibrium a b j
    = equilibrium a b j
  rw [← add_mul, equilibrium_sum h, one_mul]
```

## (c) Splitting one step

Let \(I\) be the identity matrix and set \(\lambda=1-a-b\). Show that

\[
P=Q+\lambda(I-Q).
\]

**Solution.** Subtracting \(Q\) from the identity gives

\[
I-Q=\frac1{a+b}\begin{pmatrix}a&-a\\-b&b\end{pmatrix},
\qquad\text{so}\qquad (a+b)(I-Q)=I-P.
\]

Therefore

\[
P=I-(a+b)(I-Q)=Q+(I-Q)-(a+b)(I-Q)=Q+\lambda(I-Q).
\]

Lean checks the four entries separately: `field_simp` clears the denominator and `ring` compares the polynomials. In the statement, `1` next to a matrix is \(I\), and `•` multiplies a matrix by a number.

```lean
/-- One step of the chain keeps the equilibrium part and multiplies the remainder
by `1 - a - b`. -/
theorem flipMatrix_split {a b : ℝ} (h : a + b ≠ 0) :
    flipMatrix a b = equilibriumMatrix a b + (1 - a - b) • (1 - equilibriumMatrix a b) := by
  ext i j
  fin_cases i <;> fin_cases j <;>
    simp [flipMatrix, equilibriumMatrix, equilibrium] <;> field_simp <;> ring
```

## (d) Any number of steps

Show that for every \(n\ge0\)

\[
P^n=Q+\lambda^n(I-Q).
\]

**Solution.** From \(Q^2=Q\) it follows that

\[
Q(I-Q)=0,\qquad (I-Q)Q=0,\qquad (I-Q)^2=I-Q.
\]

For \(n=0\) the right-hand side is \(Q+I-Q=I\), with \(\lambda^0=1\) even when \(\lambda=0\). If the formula holds for \(n\), then

\[
P^{n+1}=P^nP=\bigl[Q+\lambda^n(I-Q)\bigr]\bigl[Q+\lambda(I-Q)\bigr]
=Q+\lambda^{n+1}(I-Q),
\]

because the cross terms vanish.

In Lean, `h1`, `h2` and `h3` are the three projection identities. The induction step inserts the hypothesis `ih` and the splitting from part (c), and `simp only` multiplies out and removes the cross terms.

```lean
/-- After `n` steps the transition matrix is the equilibrium matrix `Q` plus `(1 - a - b) ^ n` times
`1 - Q`. -/
theorem flipMatrix_pow {a b : ℝ} (h : a + b ≠ 0) (n : ℕ) :
    flipMatrix a b ^ n =
      equilibriumMatrix a b + (1 - a - b) ^ n • (1 - equilibriumMatrix a b) := by
  have hQ := equilibriumMatrix_sq h
  -- `Q` and `1 - Q` are complementary projections
  have h1 : equilibriumMatrix a b * (1 - equilibriumMatrix a b) = 0 := by
    rw [mul_sub, mul_one, hQ, sub_self]
  have h2 : (1 - equilibriumMatrix a b) * equilibriumMatrix a b = 0 := by
    rw [sub_mul, one_mul, hQ, sub_self]
  have h3 : (1 - equilibriumMatrix a b) * (1 - equilibriumMatrix a b)
      = 1 - equilibriumMatrix a b := by
    rw [sub_mul, one_mul, h1, sub_zero]
  induction n with
  | zero => simp
  | succ n ih =>
    -- the cross terms vanish and the powers of `1 - a - b` multiply
    rw [pow_succ, ih, flipMatrix_split h]
    simp only [add_mul, mul_add, smul_mul_assoc, mul_smul_comm, hQ, h1, h2, h3,
      smul_zero, add_zero, zero_add, smul_smul]
    congr 2
    ring
```

## (e) Forgetting the initial distribution

Let \(p_0+p_1=1\). Show that

\[
pP^n=\pi+\lambda^n(p-\pi).
\]

**Solution.** Normalisation gives \((pQ)_j=(p_0+p_1)\pi_j=\pi_j\), so \(pQ=\pi\). Applying \(p\) from the left to the formula of part (d),

\[
pP^n=pQ+\lambda^n(p-pQ)=\pi+\lambda^n(p-\pi).
\]

The choice \(p=\pi\) shows that \(\pi\) is stationary. In Lean, `hpQ` is the identity \(pQ=\pi\), and the rest is linearity. The theorem does not require the entries of \(p\) to be non-negative.

```lean
/-- The deviation of any normalised initial distribution from equilibrium is multiplied by
`(1 - a - b) ^ n` after `n` steps. -/
theorem distribution_relaxation {a b : ℝ} (h : a + b ≠ 0) (p : Fin 2 → ℝ)
    (hp : p 0 + p 1 = 1) (n : ℕ) :
    p ᵥ* (flipMatrix a b ^ n) =
      equilibrium a b + (1 - a - b) ^ n • (p - equilibrium a b) := by
  -- the equilibrium matrix sends every normalised distribution to equilibrium
  have hpQ : p ᵥ* equilibriumMatrix a b = equilibrium a b := by
    funext j
    simp only [Matrix.vecMul, dotProduct, Fin.sum_univ_two, equilibriumMatrix, Matrix.of_apply]
    rw [← add_mul, hp, one_mul]
  rw [flipMatrix_pow h, Matrix.vecMul_add, Matrix.vecMul_smul, Matrix.vecMul_sub,
    Matrix.vecMul_one, hpQ]
```

## (f) Distance from equilibrium

For the same \(p\), show that

\[
d(pP^n,\pi)=|\lambda|^n\,d(p,\pi).
\]

**Solution.** By part (e) the difference \(pP^n-\pi\) equals \(\lambda^n(p-\pi)\), so

\[
d(pP^n,\pi)=\tfrac12\sum_i|\lambda^n(p_i-\pi_i)|=|\lambda|^n\,d(p,\pi).
\]

This is an equality and not merely a bound, so when \(|\lambda|<1\) it fixes the length of the equilibration run that a two-state chain needs to reach a given accuracy from a given start. Lean rewrites with part (e) and takes the factor out of the absolute values with `abs_mul` and `abs_pow`.

```lean
/-- The total variation distance to equilibrium after `n` steps is exactly `|1 - a - b| ^ n`
times its initial value. -/
theorem tvDist_relaxation {a b : ℝ} (h : a + b ≠ 0) (p : Fin 2 → ℝ)
    (hp : p 0 + p 1 = 1) (n : ℕ) :
    tvDist (p ᵥ* (flipMatrix a b ^ n)) (equilibrium a b) =
      |1 - a - b| ^ n * tvDist p (equilibrium a b) := by
  rw [distribution_relaxation h p hp]
  simp only [tvDist, Fin.sum_univ_two, Pi.add_apply, Pi.smul_apply, Pi.sub_apply, smul_eq_mul,
    add_sub_cancel_left, abs_mul, abs_pow]
  ring
```

## (g) Correlation between samples

Show that for every observable \(f\)

\[
C_n=\lambda^n\Bigl(\sum_i\pi_if_i^2-m^2\Bigr),
\]

where the bracket is the equilibrium variance of \(f\).

**Solution.** Each entry of \(Qf\) is \(m\), so part (d) gives

\[
(P^nf)_i=m+\lambda^n(f_i-m).
\]

Inserting this in the definition of \(C_n\),

\[
C_n=m\sum_i\pi_if_i+\lambda^n\Bigl(\sum_i\pi_if_i^2-m\sum_i\pi_if_i\Bigr)-m^2
=\lambda^n\Bigl(\sum_i\pi_if_i^2-m^2\Bigr).
\]

In a two-state simulation, every observable with non-zero variance thus has the same normalised autocorrelation, \(\lambda^n\). If \(a+b>1\), then \(\lambda<0\) and successive samples are anticorrelated. The Lean fact `hf` is the formula for \((P^nf)_i\), and `ring` does the final collection of terms.

```lean
/-- The equilibrium autocovariance of any observable at lag `n` is `(1 - a - b) ^ n` times
its equilibrium variance. -/
theorem autocovariance_decay {a b : ℝ} (h : a + b ≠ 0) (f : Fin 2 → ℝ) (n : ℕ) :
    autocovariance a b f n = (1 - a - b) ^ n *
      (∑ i, equilibrium a b i * f i ^ 2 - (equilibrium a b ⬝ᵥ f) ^ 2) := by
  -- `(1 - a - b) ^ n` multiplies the deviation of the mean of `f` from its equilibrium value
  have hf : ∀ i, ((flipMatrix a b ^ n) *ᵥ f) i =
      equilibrium a b ⬝ᵥ f + (1 - a - b) ^ n * (f i - equilibrium a b ⬝ᵥ f) := by
    intro i
    rw [flipMatrix_pow h, Matrix.add_mulVec, Matrix.smul_mulVec, Matrix.sub_mulVec,
      Matrix.one_mulVec]
    rfl
  simp only [autocovariance, hf, Fin.sum_univ_two, dotProduct]
  ring
```

## (h) When the chain settles down

Let \(a,b\in[0,1]\), not both zero. Show that

\[
\lim_{n\to\infty}P^n=Q\quad\Longleftrightarrow\quad\text{not both } a=1 \text{ and } b=1.
\]

**Solution.** The hypotheses give \(a+b>0\). If \(a\) and \(b\) are not both one, then also \(a+b<2\), so \(-1<\lambda<1\). Hence \(\lambda^n\to0\), and part (d) gives \(P^n\to Q\).

For the converse, suppose that \(P^n\to Q\) although \(a=b=1\). Since \(\operatorname{tr}Q=\pi_0+\pi_1=1\), part (d) gives

\[
\operatorname{tr}P^n=1+\lambda^n(2-1)=1+\lambda^n.
\]

The trace is continuous, so \(1+\lambda^n\to1\) and \(\lambda^n\to0\), which requires \(|\lambda|<1\). But \(a=b=1\) gives \(\lambda=-1\), a contradiction.

The excluded chain flips at every step and alternates for ever. A Metropolis simulation of a spin in zero field does this if every step proposes a flip, since every proposal is then accepted.

In Lean, `Tendsto … atTop (𝓝 …)` expresses the limit. The first branch of the proof is the trace argument: `ht` computes the sum of the diagonal entries and `hc` supplies its continuity. The second branch derives \(|\lambda|<1\) as `hr` and passes to the limit in the formula of part (d).

```lean
/-- For flip probabilities that are not both zero, the powers of the transition matrix converge
to the equilibrium matrix exactly when the two flip probabilities are not both one. -/
theorem tendsto_equilibrium_iff {a b : ℝ} (ha : 0 ≤ a) (ha1 : a ≤ 1) (hb : 0 ≤ b)
    (hb1 : b ≤ 1) (hab : ¬(a = 0 ∧ b = 0)) :
    Tendsto (fun n : ℕ => flipMatrix a b ^ n) atTop (𝓝 (equilibriumMatrix a b)) ↔
      ¬(a = 1 ∧ b = 1) := by
  have h : a + b ≠ 0 := fun h0 => hab ⟨by linarith, by linarith⟩
  have hpos : 0 < a + b := lt_of_le_of_ne (add_nonneg ha hb) (Ne.symm h)
  constructor
  · rintro hlim ⟨ha', hb'⟩
    -- the trace of the `n`-th power is `1 + (1 - a - b) ^ n`
    have ht : ∀ n : ℕ, (flipMatrix a b ^ n) 0 0 + (flipMatrix a b ^ n) 1 1
        = 1 + (1 - a - b) ^ n := by
      intro n
      rw [flipMatrix_pow h]
      simp only [Matrix.add_apply, Matrix.smul_apply, Matrix.sub_apply, Matrix.one_apply_eq,
        smul_eq_mul, equilibriumMatrix, Matrix.of_apply]
      linear_combination (1 - (1 - a - b) ^ n) * equilibrium_sum h
    have hQ : equilibriumMatrix a b 0 0 + equilibriumMatrix a b 1 1 = 1 := equilibrium_sum h
    have hc : Continuous fun M : Matrix (Fin 2) (Fin 2) ℝ => M 0 0 + M 1 1 :=
      (continuous_id.matrix_elem 0 0).add (continuous_id.matrix_elem 1 1)
    have h1 : Tendsto (fun n : ℕ => (flipMatrix a b ^ n) 0 0 + (flipMatrix a b ^ n) 1 1)
        atTop (𝓝 (equilibriumMatrix a b 0 0 + equilibriumMatrix a b 1 1)) :=
      (hc.tendsto _).comp hlim
    simp only [ht, hQ] at h1
    have h2 := h1.sub_const 1
    simp only [add_sub_cancel_left, sub_self] at h2
    have h3 := tendsto_pow_atTop_nhds_zero_iff.mp h2
    rw [ha', hb'] at h3
    norm_num at h3
  · intro hne
    have hlt : a + b < 2 := by
      by_contra hge
      exact hne ⟨by linarith, by linarith⟩
    have hr : |1 - a - b| < 1 := abs_lt.mpr ⟨by linarith, by linarith⟩
    -- the decaying part vanishes in the limit
    have h1 := ((tendsto_pow_atTop_nhds_zero_iff.mpr hr).smul_const
      (1 - equilibriumMatrix a b)).const_add (equilibriumMatrix a b)
    simp only [zero_smul, add_zero] at h1
    exact h1.congr fun n => (flipMatrix_pow h n).symm

end

end TwoStateRelaxation
```

```lean
#print axioms TwoStateRelaxation.tvDist_relaxation
#print axioms TwoStateRelaxation.autocovariance_decay
#print axioms TwoStateRelaxation.tendsto_equilibrium_iff
```

```
'TwoStateRelaxation.tvDist_relaxation' depends on axioms: [propext, Classical.choice, Quot.sound]
'TwoStateRelaxation.autocovariance_decay' depends on axioms: [propext, Classical.choice, Quot.sound]
'TwoStateRelaxation.tendsto_equilibrium_iff' depends on axioms: [propext, Classical.choice, Quot.sound]
```
